# Away from 0 and 1, the Diagonal Blocks of a Projector Have Eigenvalues Paired as x and 1 − x

## A Slater determinant as a projector

The state is represented here by its one-particle correlation matrix $P$, not by a vector in Fock space. For a Slater determinant, $P$ is the orthogonal projector onto the occupied orbitals, so $P^\dagger=P$ and $P^2=P$. Together these conditions say that $P$ has an orthonormal basis of eigenvectors, each with occupation 0 or 1. Other orbitals, such as a single site, can have fractional occupation.

Divide a finite set of orthonormal modes into two regions and write

$$P=\begin{pmatrix}A&B\\ C&D\end{pmatrix}.$$

The blocks $A$ and $D$ are the correlation matrices of the two regions. Their eigenvalues are occupations, which can be fractional because an occupied orbital may extend over both regions. To each occupation $x$ belongs the binary entropy

$$h(x)=-x\ln x-(1-x)\ln(1-x),\qquad h(0)=h(1)=0.$$

The entropy of a region is defined below as the sum of $h$ over its occupations. For a Slater determinant this is the standard expression for the entanglement entropy; its derivation from the many-body reduced density matrix is not part of the formalisation.

## The pairing and the equality of entropies

If $P^2=P$, then for every complex $x$ other than 0 and 1,

$$\dim\ker(A-x)=\dim\ker(D-(1-x)).$$

This is `finrank_modeSpace_eq`, and it does not require $P$ to be Hermitian. If $P$ is also Hermitian, then `modeEntropy_eq` states that

$$\sum_i h(a_i)=\sum_j h(d_j),$$

where $a_i$ and $d_j$ are the eigenvalues of $A$ and $D$, listed with multiplicity.

The values 0 and 1 are exceptional. If $P$ is the identity and the first region is nonempty, $A$ has eigenvalue 1 while $D$ has no eigenvalue 0. Such modes are completely filled or empty and contribute no entropy.

For non-interacting fermions in a single determinant on finitely many modes, the entropy can therefore be computed from whichever block is smaller. In the same setting, if the modes are divided into a fragment and its environment, the two diagonal blocks have equally many eigenvalues strictly between 0 and 1, counted with multiplicity.

## Carrying a mode across the cut

Multiplying out $P^2=P$ gives four relations:

$$A^2+BC=A,\quad AB+BD=B,\quad CA+DC=C,\quad CB+D^2=D.$$

Let $Av=xv$. Applying the third relation to $v$ gives $xCv+DCv=Cv$, hence

$$D(Cv)=(1-x)\,Cv.$$

Applying the first gives $x^2v+BCv=xv$, hence

$$BCv=x(1-x)\,v.$$

If $x$ is neither 0 nor 1 and $Cv=0$, the last equation forces $v=0$. Thus $C$ maps the eigenspace of $A$ at $x$ injectively into that of $D$ at $1-x$, and the first dimension is at most the second. Exchanging the regions and starting from $1-x$, which is also neither 0 nor 1, gives the reverse inequality.

## From dimensions to entropies

For Hermitian $P$, both blocks are Hermitian, and the dimension of an eigenspace is the number of times its value occurs in the list of eigenvalues. Let $N_A(x)$ and $N_D(x)$ be these numbers. For any real function $f$ with $f(0)=f(1)=0$,

$$\sum_i f(a_i)=\sum_x N_A(x)f(x)=\sum_x N_D(1-x)f(x)=\sum_j f(1-d_j).$$

The sums over $x$ run over the finitely many values that occur, and the terms at 0 and 1 vanish. With $f=h$, the symmetry $h(1-x)=h(x)$ gives the equality of entropies.

Hermiticity also confines the occupations. Since $B=C^\dagger$, an eigenvector $v\neq0$ of $A$ with real eigenvalue $x$ satisfies

$$\|Cv\|^2=v^\dagger BCv=x(1-x)\|v\|^2.$$

Therefore $x(1-x)\ge0$, which means $0\le x\le1$.

As an example, put one particle in the normalised orbital $(1,2)/\sqrt5$ on two sites. Then

$$P=\begin{pmatrix}1/5&2/5\\2/5&4/5\end{pmatrix}.$$

The occupations are $1/5$ and $4/5$, and each site has entropy $h(1/5)$.

## How the Lean statement encodes the regions

The finite types `m` and `n` label the modes of the two regions, and `m ⊕ n` labels all of them. Either region may be empty. The blocks $A,B,C,D$ are `P.toBlocks₁₁`, `P.toBlocks₁₂`, `P.toBlocks₂₁` and `P.toBlocks₂₂`.

`modeSpace A x` is the eigenspace of $A$ at $x$, and `finrank ℂ` is its complex dimension. The hypothesis `hP : P * P = P` is idempotency, and `hH : P.IsHermitian` is Hermiticity. `modeEntropy` sums `Real.binEntropy`, which uses the natural logarithm, over Mathlib's list of real eigenvalues of a Hermitian matrix.

Idempotency is assumed, not derived from a Hamiltonian or a many-body wavefunction. It excludes thermal states and correlated states with fractional natural occupations. Pairing states with anomalous correlations are not described by $P$ alone, and infinite systems are not covered.

## The complete Lean file

```lean
import Mathlib

open Matrix Module

namespace FreeFermionEntanglementSpectrum

noncomputable section

universe u

variable {m n : Type u} [Fintype m] [Fintype n]

/-- The eigenspace of a square complex matrix `A` at the complex number `x`. -/
abbrev modeSpace (A : Matrix m m ℂ) (x : ℂ) : Submodule ℂ (m → ℂ) :=
  Module.End.eigenspace A.mulVecLin x

/-- The sum of the binary entropies of the eigenvalues of a Hermitian correlation matrix. -/
def modeEntropy [DecidableEq m] {A : Matrix m m ℂ} (hA : A.IsHermitian) : ℝ :=
  ∑ i, Real.binEntropy (hA.eigenvalues i)

/-- The two-by-two matrix with diagonal entries 1/5 and 4/5 and both off-diagonal entries 2/5. -/
def twoSite : Matrix (Fin 1 ⊕ Fin 1) (Fin 1 ⊕ Fin 1) ℂ :=
  fromBlocks (Matrix.of fun _ _ => 1 / 5) (Matrix.of fun _ _ => 2 / 5)
    (Matrix.of fun _ _ => 2 / 5) (Matrix.of fun _ _ => 4 / 5)

omit [Fintype m] [Fintype n] in
/-- Restricting a Hermitian correlation matrix to either region gives a Hermitian matrix. -/
theorem blocks_isHermitian {P : Matrix (m ⊕ n) (m ⊕ n) ℂ} (hH : P.IsHermitian) :
    P.toBlocks₁₁.IsHermitian ∧ P.toBlocks₂₂.IsHermitian :=
  ⟨Matrix.IsHermitian.ext fun i j => hH.apply (Sum.inl i) (Sum.inl j),
    Matrix.IsHermitian.ext fun i j => hH.apply (Sum.inr i) (Sum.inr j)⟩

/-- Idempotency of the full correlation matrix, written out in its four blocks. -/
theorem block_relations {P : Matrix (m ⊕ n) (m ⊕ n) ℂ} (hP : P * P = P) :
    P.toBlocks₁₁ * P.toBlocks₁₁ + P.toBlocks₁₂ * P.toBlocks₂₁ = P.toBlocks₁₁ ∧
    P.toBlocks₁₁ * P.toBlocks₁₂ + P.toBlocks₁₂ * P.toBlocks₂₂ = P.toBlocks₁₂ ∧
    P.toBlocks₂₁ * P.toBlocks₁₁ + P.toBlocks₂₂ * P.toBlocks₂₁ = P.toBlocks₂₁ ∧
    P.toBlocks₂₁ * P.toBlocks₁₂ + P.toBlocks₂₂ * P.toBlocks₂₂ = P.toBlocks₂₂ := by
  have h := hP
  rw [← fromBlocks_toBlocks P, fromBlocks_multiply] at h
  exact fromBlocks_inj.1 h

/-- If `A * A + B * C = A` and `C * A + D * C = C`, then `C` carries a solution of the eigenvalue
equation of `A` at `x` to a solution of the eigenvalue equation of `D` at `1 - x`, and returning
with `B` multiplies the mode by `x (1 - x)`. -/
theorem transfer_mode {A : Matrix m m ℂ} {B : Matrix m n ℂ} {C : Matrix n m ℂ}
    {D : Matrix n n ℂ} (h₁ : A * A + B * C = A) (h₂ : C * A + D * C = C)
    {x : ℂ} {v : m → ℂ} (hv : A *ᵥ v = x • v) :
    D *ᵥ (C *ᵥ v) = (1 - x) • (C *ᵥ v) ∧ B *ᵥ (C *ᵥ v) = (x * (1 - x)) • v := by
  have e₁ := congrArg (fun M => M *ᵥ v) h₁
  have e₂ := congrArg (fun M => M *ᵥ v) h₂
  simp only [Matrix.add_mulVec, ← Matrix.mulVec_mulVec, hv, Matrix.mulVec_smul] at e₁ e₂
  constructor
  · linear_combination (norm := module) e₂
  · linear_combination (norm := module) e₁

/-- If `A * A + B * C = A` and `C * A + D * C = C`, then for `x` other than 0 and 1 the eigenspace
of `A` at `x` has at most the dimension of that of `D` at `1 - x`. -/
theorem finrank_modeSpace_le {A : Matrix m m ℂ} {B : Matrix m n ℂ} {C : Matrix n m ℂ}
    {D : Matrix n n ℂ} (h₁ : A * A + B * C = A) (h₂ : C * A + D * C = C)
    {x : ℂ} (h0 : x ≠ 0) (h1 : x ≠ 1) :
    finrank ℂ (modeSpace A x) ≤ finrank ℂ (modeSpace D (1 - x)) := by
  have hmap : ∀ v ∈ modeSpace A x, C.mulVecLin v ∈ modeSpace D (1 - x) := fun v hv =>
    Module.End.mem_eigenspace_iff.2
      (transfer_mode h₁ h₂ (Module.End.mem_eigenspace_iff.1 hv)).1
  refine LinearMap.finrank_le_finrank_of_injective (f := C.mulVecLin.restrict hmap) ?_
  -- a mode killed by `C` is killed by `x (1 - x)`, hence vanishes
  rw [injective_iff_map_eq_zero]
  rintro ⟨v, hv⟩ h
  have hC : C *ᵥ v = 0 := congrArg Subtype.val h
  have ht := (transfer_mode h₁ h₂ (Module.End.mem_eigenspace_iff.1 hv)).2
  rw [hC, Matrix.mulVec_zero] at ht
  exact Subtype.ext ((smul_eq_zero.1 ht.symm).resolve_left
    (mul_ne_zero h0 (sub_ne_zero.2 h1.symm)))

/-- For an idempotent correlation matrix and `x` other than 0 and 1, the eigenspace of one
region at `x` and that of the other region at `1 - x` have equal dimension. -/
theorem finrank_modeSpace_eq {P : Matrix (m ⊕ n) (m ⊕ n) ℂ} (hP : P * P = P)
    {x : ℂ} (h0 : x ≠ 0) (h1 : x ≠ 1) :
    finrank ℂ (modeSpace P.toBlocks₁₁ x) = finrank ℂ (modeSpace P.toBlocks₂₂ (1 - x)) := by
  obtain ⟨r₁, r₂, r₃, r₄⟩ := block_relations hP
  refine le_antisymm (finrank_modeSpace_le r₁ r₃ h0 h1) ?_
  -- the same argument with the two regions exchanged
  have h := finrank_modeSpace_le (x := 1 - x) ((add_comm _ _).trans r₄)
    ((add_comm _ _).trans r₂) (sub_ne_zero.2 h1.symm) (fun h => h0 (by linear_combination -h))
  rwa [sub_sub_cancel] at h

/-- The dimension of an eigenspace of a Hermitian matrix is the number of times its value
occurs in the list of eigenvalues. -/
theorem finrank_modeSpace_eq_card [DecidableEq m] {A : Matrix m m ℂ} (hA : A.IsHermitian)
    (x : ℝ) : finrank ℂ (modeSpace A (x : ℂ)) =
      (Finset.univ.filter fun i => hA.eigenvalues i = x).card := by
  obtain ⟨b, hb⟩ : ∃ b : Module.Basis m ℂ (m → ℂ),
      ∀ i, A *ᵥ b i = (hA.eigenvalues i : ℂ) • b i := by
    refine ⟨hA.eigenvectorBasis.toBasis.map (WithLp.linearEquiv 2 ℂ (m → ℂ)), fun i => ?_⟩
    have e : (hA.eigenvectorBasis.toBasis.map (WithLp.linearEquiv 2 ℂ (m → ℂ))) i
        = (hA.eigenvectorBasis i).ofLp := by simp
    rw [e]
    refine (hA.mulVec_eigenvectorBasis i).trans ?_
    ext k
    simp
  have hspan : modeSpace A (x : ℂ) = Submodule.span ℂ
      (Set.range (b ∘ (Subtype.val : {i // hA.eigenvalues i = x} → m))) := by
    apply le_antisymm
    · intro v hv
      have hv' : A.mulVecLin v = (x : ℂ) • v := Module.End.mem_eigenspace_iff.1 hv
      have hs : A.mulVecLin (∑ i, b.repr v i • b i) - (x : ℂ) • (∑ i, b.repr v i • b i)
          = ∑ i, (((hA.eigenvalues i : ℂ) - x) * b.repr v i) • b i := by
        rw [map_sum, Finset.smul_sum, ← Finset.sum_sub_distrib]
        refine Finset.sum_congr rfl fun i _ => ?_
        rw [map_smul, Matrix.mulVecLin_apply, hb]
        module
      rw [b.sum_repr, hv', sub_self] at hs
      -- components along eigenvectors with another eigenvalue vanish
      have hc := Fintype.linearIndependent_iff.1 b.linearIndependent _ hs.symm
      rw [← b.sum_repr v]
      refine Submodule.sum_mem _ fun i _ => ?_
      by_cases h : hA.eigenvalues i = x
      · exact Submodule.smul_mem _ _ (Submodule.subset_span ⟨⟨i, h⟩, rfl⟩)
      · have hz := (mul_eq_zero.1 (hc i)).resolve_left (sub_ne_zero.2 (by exact_mod_cast h))
        rw [hz, zero_smul]
        exact Submodule.zero_mem _
    · refine Submodule.span_le.2 ?_
      rintro _ ⟨⟨i, hi⟩, rfl⟩
      exact Module.End.mem_eigenspace_iff.2 (by simpa [hi] using hb i)
  rw [hspan, finrank_span_eq_card (b.linearIndependent.comp _ Subtype.val_injective),
    Fintype.card_subtype]

/-- For a Hermitian projector, any function vanishing at 0 and 1 has the same sum over the
occupations of one region as over one minus the occupations of the other. -/
theorem sum_occupations_eq [DecidableEq m] [DecidableEq n] {P : Matrix (m ⊕ n) (m ⊕ n) ℂ}
    (hH : P.IsHermitian) (hP : P * P = P) (f : ℝ → ℝ) (f0 : f 0 = 0) (f1 : f 1 = 0) :
    ∑ i, f ((blocks_isHermitian hH).1.eigenvalues i) =
      ∑ j, f (1 - (blocks_isHermitian hH).2.eigenvalues j) := by
  -- group a sum by the values taken
  have lev : ∀ {k : Type u} [Fintype k] (a : k → ℝ) (T : Finset ℝ), (∀ i, a i ∈ T) →
      ∑ i, f (a i) = ∑ x ∈ T, ((Finset.univ.filter fun i => a i = x).card : ℝ) * f x := by
    intro k _ a T ha
    refine (Finset.sum_fiberwise_of_maps_to (s := Finset.univ) (t := T) (g := a)
      (fun i _ => ha i) (fun i => f (a i))).symm.trans ?_
    refine Finset.sum_congr rfl fun x _ => ?_
    rw [← nsmul_eq_mul, ← Finset.sum_const]
    exact Finset.sum_congr rfl fun i hi => by rw [(Finset.mem_filter.1 hi).2]
  let a := (blocks_isHermitian hH).1.eigenvalues
  let c := fun j => 1 - (blocks_isHermitian hH).2.eigenvalues j
  let T := Finset.univ.image a ∪ Finset.univ.image c
  have ha : ∀ i, a i ∈ T := fun i =>
    Finset.mem_union_left _ (Finset.mem_image_of_mem a (Finset.mem_univ i))
  have hc : ∀ j, c j ∈ T := fun j =>
    Finset.mem_union_right _ (Finset.mem_image_of_mem c (Finset.mem_univ j))
  refine (lev a T ha).trans (Eq.trans ?_ (lev c T hc).symm)
  refine Finset.sum_congr rfl fun x _ => ?_
  by_cases h0 : x = 0
  · rw [h0, f0, mul_zero, mul_zero]
  by_cases h1 : x = 1
  · rw [h1, f1, mul_zero, mul_zero]
  have h := finrank_modeSpace_eq hP (x := (x : ℂ)) (by exact_mod_cast h0) (by exact_mod_cast h1)
  have e : (1 : ℂ) - x = ((1 - x : ℝ) : ℂ) := by simp
  rw [e, finrank_modeSpace_eq_card (blocks_isHermitian hH).1,
    finrank_modeSpace_eq_card (blocks_isHermitian hH).2] at h
  have hset : (Finset.univ.filter fun j => (blocks_isHermitian hH).2.eigenvalues j = 1 - x)
      = Finset.univ.filter fun j => c j = x := by
    ext j
    simp only [Finset.mem_filter, Finset.mem_univ, true_and, c]
    constructor <;> intro h <;> linarith
  rw [hset] at h
  exact congrArg (fun k : ℕ => (k : ℝ) * f x) h

/-- For a Hermitian projector, the summed binary entropies of the two regions agree. -/
theorem modeEntropy_eq [DecidableEq m] [DecidableEq n] {P : Matrix (m ⊕ n) (m ⊕ n) ℂ}
    (hH : P.IsHermitian) (hP : P * P = P) :
    modeEntropy (blocks_isHermitian hH).1 = modeEntropy (blocks_isHermitian hH).2 := by
  unfold modeEntropy
  refine (sum_occupations_eq hH hP Real.binEntropy (by simp) (by simp)).trans ?_
  exact Finset.sum_congr rfl fun j _ => Real.binEntropy_one_sub _

/-- For a Hermitian projector, every real eigenvalue of the first region's block lies between
0 and 1. -/
theorem occupation_mem_Icc {P : Matrix (m ⊕ n) (m ⊕ n) ℂ} (hH : P.IsHermitian)
    (hP : P * P = P) {x : ℝ} {v : m → ℂ} (hv : v ≠ 0)
    (hx : P.toBlocks₁₁ *ᵥ v = (x : ℂ) • v) : x ∈ Set.Icc (0 : ℝ) 1 := by
  obtain ⟨r₁, -, r₃, -⟩ := block_relations hP
  have ht := (transfer_mode r₁ r₃ hx).2
  have hB : P.toBlocks₁₂ = P.toBlocks₂₁ᴴ := by
    ext i j
    exact (hH.apply (Sum.inl i) (Sum.inr j)).symm
  have hn : ∀ {k : Type u} [Fintype k] (w : k → ℂ),
      star w ⬝ᵥ w = ((∑ i, Complex.normSq (w i) : ℝ) : ℂ) := by
    intro k _ w
    simp [dotProduct, Complex.normSq_eq_conj_mul_self]
  -- the squared norm of the transferred mode is `x (1 - x)` times that of `v`
  have e : star (P.toBlocks₂₁ *ᵥ v) ⬝ᵥ (P.toBlocks₂₁ *ᵥ v)
      = ((x : ℂ) * (1 - x)) * (star v ⬝ᵥ v) := by
    rw [Matrix.star_mulVec, ← Matrix.dotProduct_mulVec, ← hB, ht, dotProduct_smul, smul_eq_mul]
  rw [hn, hn] at e
  have e' : ∑ i, Complex.normSq ((P.toBlocks₂₁ *ᵥ v) i)
      = (x * (1 - x)) * ∑ i, Complex.normSq (v i) := by exact_mod_cast e
  obtain ⟨i, hi⟩ := Function.ne_iff.1 hv
  have hpos : 0 < ∑ i, Complex.normSq (v i) :=
    Finset.sum_pos' (fun i _ => Complex.normSq_nonneg _)
      ⟨i, Finset.mem_univ i, Complex.normSq_pos.2 hi⟩
  have hnn : 0 ≤ ∑ i, Complex.normSq ((P.toBlocks₂₁ *ᵥ v) i) :=
    Finset.sum_nonneg fun i _ => Complex.normSq_nonneg _
  have hq : 0 ≤ x * (1 - x) := by
    by_contra hneg
    have := mul_neg_of_neg_of_pos (not_le.1 hneg) hpos
    linarith
  constructor
  · nlinarith [sq_nonneg x]
  · nlinarith [sq_nonneg (x - 1)]

/-- The matrix `twoSite` is Hermitian and idempotent. -/
theorem twoSite_witness : twoSite.IsHermitian ∧ twoSite * twoSite = twoSite := by
  constructor
  · refine Matrix.IsHermitian.ext fun i j => ?_
    rcases i with i | i <;> rcases j with j | j <;> simp [twoSite]
  · ext i j
    rcases i with i | i <;> rcases j with j | j <;>
      simp [twoSite, Matrix.mul_apply, Fintype.sum_sum_type] <;> norm_num

end

end FreeFermionEntanglementSpectrum
```

```lean
#print axioms FreeFermionEntanglementSpectrum.modeEntropy_eq
#print axioms FreeFermionEntanglementSpectrum.occupation_mem_Icc
```

```
'FreeFermionEntanglementSpectrum.modeEntropy_eq' depends on axioms: [propext, Classical.choice, Quot.sound]
'FreeFermionEntanglementSpectrum.occupation_mem_Icc' depends on axioms: [propext, Classical.choice, Quot.sound]
```

## How the proof follows the calculation

**Blocks and transfer.** `blocks_isHermitian` restricts the Hermiticity condition to each region. `block_relations` rewrites $P$ as a block matrix, multiplies it out and compares blocks. `transfer_mode` applies two of these relations to $v$ with `congrArg`; `simp` inserts $Av=xv$, and `linear_combination` with the `module` normaliser rearranges the results into the two transfer equations.

**Equal dimensions.** `finrank_modeSpace_le` restricts $C$ to a linear map between the eigenspaces. It proves injectivity by showing that the kernel is zero: if $Cv=0$, then $x(1-x)v=0$, and the scalar factor is nonzero. `finrank_modeSpace_eq` uses this inequality twice. For the second use it reorders the fourth and second block relations, so that $D$ plays the part of $A$, and then simplifies $1-(1-x)$ to $x$.

**Counting eigenvalues.** `finrank_modeSpace_eq_card` takes a basis of eigenvectors of a Hermitian matrix. It shows that the eigenspace at $x$ is spanned by the basis vectors whose eigenvalue is $x$. For the harder inclusion, it expands an eigenvector $v$ in the basis and subtracts $xv$ from $Av$. Linear independence then makes every component along a different eigenvalue vanish. The spanning vectors are independent, so the dimension is their number.

**Summing the entropies.** In `sum_occupations_eq`, the auxiliary statement `lev` groups a sum by the values taken. The finite set `T` contains all $a_i$ and all $1-d_j$, so both sums can be compared value by value. The cases $x=0$ and $x=1$ follow from the assumptions on $f$; every other case uses the equality of dimensions, translated into counts. `modeEntropy_eq` specialises $f$ to the binary entropy and finishes with `Real.binEntropy_one_sub`.

**Range and example.** `occupation_mem_Icc` expresses the squared norms as sums of `Complex.normSq` and obtains $x(1-x)\ge0$ from their signs. The two calls to `nlinarith` then give the bounds. The theorem is stated for the first region; the same calculation with the regions exchanged treats the second. `twoSite_witness` checks entry by entry that the two-site matrix is Hermitian and idempotent, so the preceding theorems apply to it.
